# For n ≥ 1, a square well's scattering-length zero between interior phases (n − 1/2)π and (n + 1/2)π lies less than 1/(nπ) below the upper end

For a square well of radius R > 0, the scattering length is taken as R(1 − tan x / x), where x = qR is the dimensionless interior phase. The theorem `zero_near_resonance` says that if this length vanishes at some x strictly between (n − 1/2)π and (n + 1/2)π, with n ≥ 1, then (n + 1/2)π − x < 1/(nπ). The upper end of that interval is a resonance, where the tangent, and with it the scattering length, diverges. The proof turns the zero into the equation x − arctan x = nπ, which gives x > nπ and makes the distance to the resonance equal to arctan(1/x). It then bounds this by 1/x, using the strict growth of y − arctan y for y ≥ 0, and so by 1/(nπ).

An attempt in Lean 4 with a fault in it:

```lean
import Mathlib

open Real Set

namespace ZeroNearResonance

noncomputable section

/-- Scattering length of a square well of radius `R` as a function of the interior phase
`x = qR`, for `x ≠ 0` and `cos x ≠ 0`. -/
def scatteringLength (R x : ℝ) : ℝ := R * (1 - tan x / x)

/-- The open window of interior phases between `(n - 1/2)π` and `(n + 1/2)π`. -/
def window (n : ℕ) : Set ℝ := Ioo (((n : ℝ) - 1 / 2) * π) (((n : ℝ) + 1 / 2) * π)

/-- The phase excess `x - arctan x`. -/
def phaseExcess (x : ℝ) : ℝ := x - arctan x

/-- Every interior phase in a window with `n ≥ 1` is positive. -/
theorem window_pos {n : ℕ} (hn : 1 ≤ n) {x : ℝ} (hx : x ∈ window n) : 0 < x := by
  obtain ⟨h1, _⟩ := hx
  have hn' : (1 : ℝ) ≤ n := by exact_mod_cast hn
  have h : 0 < ((n : ℝ) - 1 / 2) * π := mul_pos (by linarith) pi_pos
  exact h.trans h1

/-- The phase excess is strictly increasing on the non-negative half-line. -/
theorem phaseExcess_strictMonoOn : StrictMonoOn phaseExcess (Ici 0) := by
  have hc : Continuous phaseExcess := continuous_id.sub continuous_arctan
  refine strictMonoOn_of_deriv_pos (convex_Ici 0) hc.continuousOn ?_
  intro x hx
  rw [interior_Ici] at hx
  have hx0 : 0 < x := hx
  have hd : HasDerivAt phaseExcess (1 - 1 / (1 + x ^ 2)) x :=
    (hasDerivAt_id' x).fun_sub (hasDerivAt_arctan x)
  have hsq : 0 < x ^ 2 := pow_pos hx0 2
  rw [hd.deriv, sub_pos, div_lt_one (by linarith)]
  linarith

/-- For a well of positive radius and a positive interior phase in window `n`, the scattering
length is positive, zero or negative according as the phase excess is below, at or above `nπ`. -/
theorem sign_scatteringLength {R x : ℝ} {n : ℕ} (hR : 0 < R) (hx0 : 0 < x)
    (hx : x ∈ window n) :
    (0 < scatteringLength R x ↔ phaseExcess x < n * π) ∧
    (scatteringLength R x = 0 ↔ phaseExcess x = n * π) ∧
    (scatteringLength R x < 0 ↔ n * π < phaseExcess x) := by
  obtain ⟨h1, h2⟩ := hx
  -- the tangent is inverted on the n-th branch
  have harc : arctan (tan x) = x - n * π := by
    rw [← tan_sub_nat_mul_pi x n]
    exact arctan_tan (by linarith) (by linarith)
  have ha : scatteringLength R x = R / x * (x - tan x) := by
    unfold scatteringLength
    field_simp
  have hc : 0 < R / x := div_pos hR hx0
  rcases lt_trichotomy (phaseExcess x) (n * π) with h | h | h
  · have ht : tan x < x := by
      apply arctan_strictMono.lt_iff_lt.mp
      rw [harc]
      unfold phaseExcess at h
      linarith
    have p : 0 < scatteringLength R x := by
      rw [ha]
      exact mul_pos hc (sub_pos.2 ht)
    exact ⟨iff_of_true p h, iff_of_false p.ne' h.ne, iff_of_false (lt_asymm p) (lt_asymm h)⟩
  · have ht : tan x = x := by
      apply arctan_injective
      rw [harc]
      unfold phaseExcess at h
      linarith
    have p : scatteringLength R x = 0 := by
      rw [ha, ht, sub_self, mul_zero]
    exact ⟨iff_of_false p.not_gt h.not_lt, iff_of_true p h, iff_of_false p.not_lt h.not_gt⟩
  · have ht : x < tan x := by
      apply arctan_strictMono.lt_iff_lt.mp
      rw [harc]
      unfold phaseExcess at h
      linarith
    have p : scatteringLength R x < 0 := by
      rw [ha]
      exact mul_neg_of_pos_of_neg hc (sub_neg.2 ht)
    exact ⟨iff_of_false (lt_asymm p) (lt_asymm h), iff_of_false p.ne h.ne', iff_of_true p h⟩

/-- For a well of positive radius and `n ≥ 1`, a zero of the scattering length in window `n`
lies less than `1/(nπ)` below the upper end `(n + 1/2)π` of the window. -/
theorem zero_near_resonance {R x : ℝ} (hR : 0 < R) {n : ℕ} (hn : 1 ≤ n)
    (hx : x ∈ window n) (h0 : scatteringLength R x = 0) :
    ((n : ℝ) + 1 / 2) * π - x < 1 / (n * π) := by
  have hpi := pi_pos
  have hn' : (1 : ℝ) ≤ n := by exact_mod_cast hn
  have hx0 := window_pos hn hx
  have hphase := (sign_scatteringLength hR hx0 hx).2.1.mp h0
  have hpos := arctan_strictMono hx0
  rw [arctan_zero] at hpos
  unfold phaseExcess at hphase
  have hnx : n * π < x := by linarith
  -- the gap equals arctan (1/x), which is below 1/x
  have hinv : 0 < x⁻¹ := inv_pos.2 hx0
  have hgap := arctan_inv_of_pos hx0
  have hlt := phaseExcess_strictMonoOn (show (0 : ℝ) ∈ Ici 0 from le_rfl)
    (show x⁻¹ ∈ Ici (0 : ℝ) from hinv.le) hinv
  simp only [phaseExcess, arctan_zero, sub_zero] at hlt
  have hbound : 1 / x < 1 / (n * π) :=
    one_div_lt_one_div_of_lt (by positivity) hnx
  rw [one_div x] at hbound
  linarith

end

end ZeroNearResonance
```

The error:

```
Main.lean:99:66: error: Type mismatch
  le_rfl
has type
  ?m.136 ≤ ?m.136
but is expected to have type
  0 ∈ Ici 0
```

What went wrong. To compare y − arctan y at 0 and at 1/x, the proof must show that both points belong to `Ici 0`, the set of reals that are at least 0. For the point 0 it offers `le_rfl`, a proof of `a ≤ a` for an `a` that Lean has to work out from the expected type. That type is the membership `0 ∈ Ici 0`, not a visible inequality. The message shows that Lean did not match the two: the `?m.136` on both sides of `≤` is the value still undetermined.

The repair supplies both missing pieces. `le_refl (0 : ℝ)` names the number, so its type is the definite inequality `0 ≤ 0`, and `mem_Ici.2` turns that inequality into the required membership.

The second membership, for `x⁻¹`, drew no message. There `hinv.le` already has the definite type `0 ≤ x⁻¹`, and rewriting it with `mem_Ici.2` is mere tidying, to match the first.

After these edits no error is left:

```diff
@@ -97,6 +97,6 @@
   have hinv : 0 < x⁻¹ := inv_pos.2 hx0
   have hgap := arctan_inv_of_pos hx0
-  have hlt := phaseExcess_strictMonoOn (show (0 : ℝ) ∈ Ici 0 from le_rfl)
-    (show x⁻¹ ∈ Ici (0 : ℝ) from hinv.le) hinv
+  have hlt := phaseExcess_strictMonoOn (mem_Ici.2 (le_refl (0 : ℝ)))
+    (mem_Ici.2 hinv.le) hinv
   simp only [phaseExcess, arctan_zero, sub_zero] at hlt
   have hbound : 1 / x < 1 / (n * π) :=
```
